# A Row-and-Column-Sum Bound on Re⟨x, Ax⟩ and on Norm Growth under x′ = Ax

## A ceiling for the norm before propagation

Suppose a state, expanded in a finite orthonormal basis, is to be propagated with a time-independent non-Hermitian Hamiltonian matrix, for instance one with gain and loss terms or an absorbing potential. Before the first time step, one can pass once over the matrix and compute a number $\mu$ such that the exact norm at time $t\ge 0$ is at most $e^{\mu t}$ times its initial value. If the propagated norm exceeds this ceiling by more than the expected numerical error, the propagation does not follow the equation of motion for this matrix, and its code or time step needs checking. The ceiling holds for every matrix, so the comparison does not test whether the matrix itself was built correctly. Nor does a norm below the ceiling prove that the propagation is correct, because $\mu$ can lie far above the true growth rate.

The equation of motion is $x'=Ax$ with a constant complex square matrix $A$. For a Schrödinger equation with $\hbar=1$, this means $A=-iH$, so $\operatorname{Re}A_{ii}=\operatorname{Im}H_{ii}$ is the local gain, or the local loss if it is negative. The off-diagonal entries of $A$ and $H$ have the same absolute values.

The result bears on quantum dynamics with non-Hermitian Hamiltonians that are represented by finite, time-independent matrices in an orthonormal basis. It bounds the growth of the norm without a diagonalisation.

## Discs built from rows and columns

For each basis state, or site, $i$, define the deleted absolute row and column sums

$$R_i=\sum_{j\ne i}|A_{ij}|,\qquad C_i=\sum_{j\ne i}|A_{ji}|.$$

The disc belonging to site $i$ has centre $A_{ii}$ and radius $(R_i+C_i)/2$. Its right edge is

$$d_i=\operatorname{Re}A_{ii}+\frac{R_i+C_i}{2},\qquad \mu=\max_i d_i .$$

Write $\langle x,Ax\rangle=\sum_{i,j}\overline{x_i}A_{ij}x_j$ for the expectation value and $N(x)=\sum_i|x_i|^2$ for the squared norm. The main statement is that every vector with $N(x)=1$ satisfies

$$\operatorname{Re}\langle x,Ax\rangle\le\mu .$$

## From couplings to populations

Separating the terms with $j=i$ from the others gives

$$\langle x,Ax\rangle-\sum_i A_{ii}|x_i|^2=\sum_i\sum_{j\ne i}\overline{x_i}A_{ij}x_j .$$

Since $(|x_i|-|x_j|)^2\ge 0$, each coupling obeys

$$|\overline{x_i}A_{ij}x_j|=|A_{ij}|\,|x_i|\,|x_j|\le\tfrac12|A_{ij}|\left(|x_i|^2+|x_j|^2\right).$$

Now sum over all pairs. The terms with $|x_i|^2$ add up to $\tfrac12\sum_iR_i|x_i|^2$. In the terms with $|x_j|^2$ the order of summation is exchanged:

$$\tfrac12\sum_i\sum_{j\ne i}|A_{ij}|\,|x_j|^2=\tfrac12\sum_j|x_j|^2\sum_{i\ne j}|A_{ij}|=\tfrac12\sum_jC_j|x_j|^2 .$$

Together with the triangle inequality this yields

$$\Bigl|\langle x,Ax\rangle-\sum_iA_{ii}|x_i|^2\Bigr|\le\sum_i\frac{R_i+C_i}{2}|x_i|^2 .$$

For a unit vector, the expectation value therefore lies in a disc whose centre and radius are population averages of the site centres and site radii. The real part of a complex number is at most its absolute value, so

$$\operatorname{Re}\langle x,Ax\rangle\le\sum_i d_i|x_i|^2\le\mu\sum_i|x_i|^2=\mu N(x).$$

Setting $N(x)=1$ gives the main statement.

## From an instantaneous rate to an exponential

Along a solution of $x'=Ax$, each population changes at the rate $2\operatorname{Re}(\overline{x_i}x_i')$. Summing over $i$ gives

$$\frac{d}{dt}N(x(t))=2\operatorname{Re}\langle x(t),Ax(t)\rangle\le 2\mu N(x(t)).$$

The rescaled quantity $f(t)=N(x(t))e^{-2\mu t}$ then satisfies

$$f'(t)=2e^{-2\mu t}\left(\operatorname{Re}\langle x(t),Ax(t)\rangle-\mu N(x(t))\right)\le 0 .$$

Hence $f(t)\le f(0)$ for $t\ge0$, which is

$$N(x(t))\le e^{2\mu t}N(x(0)).$$

The norm itself is the square root of $N$ and carries the factor $e^{\mu t}$. If $\mu$ is negative, the same inequality guarantees decay.

## One site, and one-way hopping between two

With a single site there are no couplings, so $R=C=0$ and $\mu=\operatorname{Re}a$ for the only entry $a$. The solution $x(t)=e^{at}x(0)$ has $N(x(t))=e^{2\mu t}N(x(0))$, and the bound is an equality at all times.

Two sites, numbered 0 and 1, show that the bound on $\operatorname{Re}\langle x,Ax\rangle$ can also be attained with couplings present. Take

$$A=\begin{pmatrix}0&2g\\0&0\end{pmatrix},\qquad g\ge0 .$$

Here $R_0=2g$, $C_0=0$, $R_1=0$ and $C_1=2g$, so both disc edges equal $g$ and $\mu=g$. The normalised superposition $(1,1)/\sqrt2$ has expectation value $g$ and attains the bound. Since $A^2=0$, both eigenvalues vanish; for $g>0$ the norm of this state nevertheless grows at all times $t\ge0$, which the eigenvalues alone do not reveal.

## How the Lean statements encode the physics

The basis is a finite type `n`, and a state is a function `n → ℂ`. The matrix has type `Matrix n n ℂ`, with no assumption of Hermiticity or normality. The definitions `rowSum`, `colSum` and `discEdge` are $R_i$, $C_i$ and $d_i$; the set `univ.erase i` contains all sites except $i$. The definition `growthBound` is $\mu$, a maximum over all sites, and the assumption `[Nonempty n]` ensures that there is at least one site.

The expectation value `expect A x` is `star x ⬝ᵥ A *ᵥ x`, with the complex conjugate on the left factor and no division by the norm. The squared norm is `sqNorm x`. In `re_expect_le_growthBound`, the hypothesis `sqNorm x = 1` says that the state is normalised.

For the dynamics, a trajectory is a function `x : ℝ → n → ℂ`. The hypothesis of `sqNorm_le_exp` says that it satisfies $x'=Ax$ at every real time; the existence of such a trajectory is assumed, and the conclusion concerns $t\ge0$. Time-dependent matrices and infinite-dimensional Hamiltonians are not covered. In a non-orthogonal basis, `sqNorm` is not the physical squared norm, because the overlap matrix is missing.

The bound uses only the absolute values of the couplings, so it can be far from the true rate. For Hermitian $H$ and $A=-iH$ the norm is conserved, while $\mu=\max_iR_i$ is positive as soon as any two sites are coupled. The same couplings enter $\mu$ when an absorbing potential that is diagonal in the basis is added to such an $H$, although the norm then cannot grow. This overestimate is avoided by computing $\mu$ from the Hermitian part $(A+A^\dagger)/2$ instead of $A$. The real part of the expectation value is the same for both matrices, so the growth estimate still holds, and couplings that are Hermitian in $H$ cancel. The Lean code does not state this variant separately.

## The bound and its dynamics in Lean

```lean
import Mathlib

open Matrix Finset

namespace NumericalRangeGrowth

noncomputable section

variable {n : Type*} [Fintype n] [DecidableEq n]

/-- The deleted absolute row sum `R_i`: total strength of the couplings in row `i`. -/
def rowSum (A : Matrix n n ℂ) (i : n) : ℝ := ∑ j ∈ univ.erase i, ‖A i j‖

/-- The deleted absolute column sum `C_i`: total strength of the couplings in column `i`. -/
def colSum (A : Matrix n n ℂ) (i : n) : ℝ := ∑ j ∈ univ.erase i, ‖A j i‖

/-- The expectation value `⟨x, A x⟩`, without normalisation of `x`. -/
def expect {n : Type*} [Fintype n] (A : Matrix n n ℂ) (x : n → ℂ) : ℂ :=
  star x ⬝ᵥ A *ᵥ x

/-- The squared Euclidean norm of a state, the sum of its populations. -/
def sqNorm {n : Type*} [Fintype n] (x : n → ℂ) : ℝ := ∑ i, ‖x i‖ ^ 2

/-- The right edge `Re A_ii + (R_i + C_i)/2` of the disc belonging to site `i`. -/
def discEdge (A : Matrix n n ℂ) (i : n) : ℝ :=
  (A i i).re + (rowSum A i + colSum A i) / 2

/-- The largest right edge among all the discs. -/
def growthBound [Nonempty n] (A : Matrix n n ℂ) : ℝ :=
  univ.sup' univ_nonempty (discEdge A)

/-- The expectation value minus its diagonal part is the sum over all couplings between
distinct sites. -/
theorem expect_sub_diagonal (A : Matrix n n ℂ) (x : n → ℂ) :
    expect A x - ∑ i, A i i * ((‖x i‖ ^ 2 : ℝ) : ℂ)
      = ∑ i, ∑ j ∈ univ.erase i, star (x i) * (A i j * x j) := by
  simp only [expect, dotProduct, mulVec, Pi.star_apply]
  rw [← Finset.sum_sub_distrib]
  refine Finset.sum_congr rfl fun i _ => ?_
  have h : star (x i) * x i = ((‖x i‖ ^ 2 : ℝ) : ℂ) := by
    rw [Complex.ofReal_pow]
    exact Complex.conj_mul' (x i)
  rw [← Finset.add_sum_erase univ (fun j => A i j * x j) (mem_univ i), mul_add,
    Finset.mul_sum]
  linear_combination A i i * h

/-- The expectation value lies in a disc whose centre and radius are the sums of `A_ii` and
`(R_i + C_i)/2` weighted with the populations. -/
theorem expect_mem_disc (A : Matrix n n ℂ) (x : n → ℂ) :
    ‖expect A x - ∑ i, A i i * ((‖x i‖ ^ 2 : ℝ) : ℂ)‖
      ≤ ∑ i, (rowSum A i + colSum A i) / 2 * ‖x i‖ ^ 2 := by
  -- exchanging the summations turns row sums into column sums
  have hswap : ∑ i, ∑ j ∈ univ.erase i, ‖A i j‖ * ‖x j‖ ^ 2 / 2
      = ∑ j, ∑ i ∈ univ.erase j, ‖A i j‖ * ‖x j‖ ^ 2 / 2 := by
    apply Finset.sum_comm'
    intro i j
    simp only [Finset.mem_univ, Finset.mem_erase, true_and, and_true]
    exact ne_comm
  rw [expect_sub_diagonal]
  calc ‖∑ i, ∑ j ∈ univ.erase i, star (x i) * (A i j * x j)‖
      ≤ ∑ i, ∑ j ∈ univ.erase i, ‖A i j‖ * (‖x i‖ ^ 2 + ‖x j‖ ^ 2) / 2 := by
        -- arithmetic-geometric inequality for each coupling
        refine (norm_sum_le _ _).trans (Finset.sum_le_sum fun i _ =>
          (norm_sum_le _ _).trans (Finset.sum_le_sum fun j _ => ?_))
        rw [norm_mul, norm_mul, norm_star]
        nlinarith [mul_nonneg (norm_nonneg (A i j)) (sq_nonneg (‖x i‖ - ‖x j‖))]
    _ = ∑ i, ∑ j ∈ univ.erase i, ‖A i j‖ * ‖x i‖ ^ 2 / 2
        + ∑ i, ∑ j ∈ univ.erase i, ‖A i j‖ * ‖x j‖ ^ 2 / 2 := by
        simp only [← Finset.sum_add_distrib]
        exact Finset.sum_congr rfl fun i _ => Finset.sum_congr rfl fun j _ => by ring
    _ = ∑ i, (rowSum A i + colSum A i) / 2 * ‖x i‖ ^ 2 := by
        rw [hswap, ← Finset.sum_add_distrib]
        refine Finset.sum_congr rfl fun i _ => ?_
        simp only [rowSum, colSum, ← Finset.sum_div, ← Finset.sum_mul]
        ring

/-- For every vector, `Re ⟨x, A x⟩` is at most the largest disc edge times the squared norm. -/
theorem re_expect_le_mul [Nonempty n] (A : Matrix n n ℂ) (x : n → ℂ) :
    (expect A x).re ≤ growthBound A * sqNorm x := by
  have h := ((le_abs_self _).trans (Complex.abs_re_le_norm _)).trans (expect_mem_disc A x)
  simp only [Complex.sub_re, Complex.re_sum, Complex.mul_re, Complex.ofReal_re,
    Complex.ofReal_im, mul_zero, sub_zero] at h
  have hsum : ∑ i, discEdge A i * ‖x i‖ ^ 2 = ∑ i, (A i i).re * ‖x i‖ ^ 2
      + ∑ i, (rowSum A i + colSum A i) / 2 * ‖x i‖ ^ 2 := by
    rw [← Finset.sum_add_distrib]
    exact Finset.sum_congr rfl fun i _ => by rw [discEdge]; ring
  -- a weighted sum of disc edges is bounded by the largest edge
  have hmax : ∑ i, discEdge A i * ‖x i‖ ^ 2 ≤ growthBound A * sqNorm x := by
    rw [sqNorm, Finset.mul_sum]
    exact Finset.sum_le_sum fun i _ => mul_le_mul_of_nonneg_right
      (Finset.le_sup' (discEdge A) (mem_univ i)) (sq_nonneg _)
  linarith

/-- Every unit vector satisfies `Re ⟨x, A x⟩ ≤ max_i (Re A_ii + (R_i + C_i)/2)`. -/
theorem re_expect_le_growthBound [Nonempty n] (A : Matrix n n ℂ) (x : n → ℂ)
    (hx : sqNorm x = 1) : (expect A x).re ≤ growthBound A := by
  simpa [hx] using re_expect_le_mul A x

/-- Along a solution of `x' = A x`, the squared norm changes at the rate `2 Re ⟨x, A x⟩`. -/
theorem hasDerivAt_sqNorm {n : Type*} [Fintype n] (A : Matrix n n ℂ) (x : ℝ → n → ℂ) (t : ℝ)
    (hx : HasDerivAt x (A *ᵥ x t) t) :
    HasDerivAt (fun s => sqNorm (x s)) (2 * (expect A (x t)).re) t := by
  have h := HasDerivAt.fun_sum (u := (univ : Finset n))
    (fun i _ => (hasDerivAt_pi.1 hx i).norm_sq)
  refine HasDerivAt.congr_deriv h ?_
  unfold expect dotProduct
  rw [Complex.re_sum, Finset.mul_sum]
  refine Finset.sum_congr rfl fun i _ => ?_
  rw [Complex.inner]
  simp [Complex.mul_re, mul_comm]

/-- Under `x' = A x` the squared norm at time `t ≥ 0` is at most `exp (2 μ t)` times its initial
value, where `μ` is the largest disc edge. -/
theorem sqNorm_le_exp [Nonempty n] (A : Matrix n n ℂ) (x : ℝ → n → ℂ)
    (hx : ∀ t, HasDerivAt x (A *ᵥ x t) t) {t : ℝ} (ht : 0 ≤ t) :
    sqNorm (x t) ≤ Real.exp (2 * growthBound A * t) * sqNorm (x 0) := by
  set μ := growthBound A with hμ
  have hd : ∀ s, HasDerivAt (fun s => sqNorm (x s) * Real.exp (-(2 * μ) * s))
      (2 * (expect A (x s)).re * Real.exp (-(2 * μ) * s)
        + sqNorm (x s) * (Real.exp (-(2 * μ) * s) * (-(2 * μ)))) s := by
    intro s
    have he : HasDerivAt (fun s : ℝ => Real.exp (-(2 * μ) * s))
        (Real.exp (-(2 * μ) * s) * (-(2 * μ))) s := by
      have h := ((hasDerivAt_id s).const_mul (-(2 * μ))).exp
      exact h.congr_deriv (by simp)
    exact (hasDerivAt_sqNorm A x s (hx s)).fun_mul he
  -- the rescaled squared norm never increases
  have hanti : Antitone (fun s => sqNorm (x s) * Real.exp (-(2 * μ) * s)) := by
    refine antitone_of_deriv_nonpos (fun s => (hd s).differentiableAt) fun s => ?_
    rw [(hd s).deriv]
    have hb := re_expect_le_mul A (x s)
    rw [← hμ] at hb
    nlinarith [mul_nonneg (Real.exp_pos (-(2 * μ) * s)).le (sub_nonneg.2 hb)]
  have h0 : sqNorm (x t) * Real.exp (-(2 * μ) * t) ≤ sqNorm (x 0) := by
    simpa using hanti ht
  have hE : Real.exp (-(2 * μ) * t) * Real.exp (2 * μ * t) = 1 := by
    rw [← Real.exp_add, show -(2 * μ) * t + 2 * μ * t = 0 by ring, Real.exp_zero]
  calc sqNorm (x t) = sqNorm (x t) * Real.exp (-(2 * μ) * t) * Real.exp (2 * μ * t) := by
        rw [mul_assoc, hE, mul_one]
    _ ≤ sqNorm (x 0) * Real.exp (2 * μ * t) :=
        mul_le_mul_of_nonneg_right h0 (Real.exp_pos _).le
    _ = Real.exp (2 * μ * t) * sqNorm (x 0) := mul_comm _ _

/-- One-way hopping of strength `2 g` between two sites. -/
def oneWay (g : ℝ) : Matrix (Fin 2) (Fin 2) ℂ := !![0, 2 * (g : ℂ); 0, 0]

/-- For `g ≥ 0`, the matrix `oneWay g` squares to zero, its largest disc edge is `g`, and for the
unnormalised vector `x = (1, 1)` the real part of `⟨x, A x⟩` equals the largest disc edge times the
squared norm. -/
theorem oneWay_sharp (g : ℝ) (hg : 0 ≤ g) :
    oneWay g * oneWay g = 0 ∧ growthBound (oneWay g) = g ∧
      (expect (oneWay g) ![1, 1]).re = growthBound (oneWay g) * sqNorm ![(1 : ℂ), 1] := by
  have e0 : (univ : Finset (Fin 2)).erase 0 = {1} := by decide
  have e1 : (univ : Finset (Fin 2)).erase 1 = {0} := by decide
  have hedge : ∀ i, discEdge (oneWay g) i = g := Fin.forall_fin_two.2
    ⟨by simp [discEdge, rowSum, colSum, oneWay, e0, abs_of_nonneg hg],
     by simp [discEdge, rowSum, colSum, oneWay, e1, abs_of_nonneg hg]⟩
  have hb : growthBound (oneWay g) = g := by
    apply le_antisymm
    · exact Finset.sup'_le _ _ fun i _ => (hedge i).le
    · exact (hedge 0).ge.trans (Finset.le_sup' (discEdge (oneWay g)) (mem_univ 0))
  refine ⟨?_, hb, ?_⟩
  · ext i j
    fin_cases i <;> fin_cases j <;> simp [oneWay, Matrix.mul_apply, Fin.sum_univ_succ]
  · rw [hb]
    have h1 : (expect (oneWay g) ![1, 1]).re = 2 * g := by
      simp [expect, oneWay, dotProduct, mulVec, Fin.sum_univ_succ]
    have h2 : sqNorm ![(1 : ℂ), 1] = 2 := by
      norm_num [sqNorm, Fin.sum_univ_succ]
    rw [h1, h2, mul_comm]

end

end NumericalRangeGrowth
```

```lean
#print axioms NumericalRangeGrowth.re_expect_le_growthBound
-- 'NumericalRangeGrowth.re_expect_le_growthBound' depends on axioms: [propext, Classical.choice, Quot.sound]
#print axioms NumericalRangeGrowth.sqNorm_le_exp
-- 'NumericalRangeGrowth.sqNorm_le_exp' depends on axioms: [propext, Classical.choice, Quot.sound]
#print axioms NumericalRangeGrowth.oneWay_sharp
-- 'NumericalRangeGrowth.oneWay_sharp' depends on axioms: [propext, Classical.choice, Quot.sound]
```

## How the disc estimate is checked

The lemma `expect_sub_diagonal` carries out the separation of diagonal and off-diagonal terms. For each row, `Finset.add_sum_erase` takes the term $j=i$ out of the sum. The local identity `h` is $\overline{x_i}x_i=|x_i|^2$, and `linear_combination A i i * h` multiplies it by the diagonal entry to close the row.

The theorem `expect_mem_disc` follows the derivation in three `calc` steps. The first applies the triangle inequality to both sums and then bounds each coupling. The term supplied to `nlinarith` is the nonnegative product $|A_{ij}|(|x_i|-|x_j|)^2$, which is the square used by hand. The second step splits the estimate into its $|x_i|^2$ and $|x_j|^2$ parts. The third uses `hswap`, the exchange of summations, to turn the second part into column sums.

In `re_expect_le_mul`, the disc estimate is first reduced to real parts. The identity `hsum` combines centres and radii into disc edges, and `hmax` replaces every edge by the largest one, which is permitted because the populations are nonnegative. `linarith` joins these facts. The unit-vector theorem `re_expect_le_growthBound` is the special case in which the squared norm is 1.

## How the growth estimate and the example are checked

The lemma `hasDerivAt_sqNorm` differentiates the populations one by one. `hasDerivAt_pi` passes from the derivative of the vector to those of its components, and `norm_sq` supplies the derivative of each squared absolute value. Rewriting with `Complex.inner` expresses the real inner product on $\mathbb C$ as the real part of a product with one factor conjugated, so the sum becomes $2\operatorname{Re}\langle x,Ax\rangle$.

In `sqNorm_le_exp`, the statement `hd` is the product rule for $f(t)$. The statement `hanti` says that $f$ never increases: `antitone_of_deriv_nonpos` reduces this to the sign of the derivative, and `nlinarith` obtains the sign from the product of the positive exponential with $\mu N(x)-\operatorname{Re}\langle x,Ax\rangle\ge0$. Comparing times $0$ and $t$ gives `h0`, and multiplying by $e^{2\mu t}$ removes the rescaling.

The theorem `oneWay_sharp` verifies the two-site example. It computes both disc edges in `hedge`, obtains the maximum from two inequalities, and checks the square of the matrix entry by entry. For the attained bound it uses the unnormalised vector `![1, 1]`, with expectation value $2g$ and squared norm 2; their ratio is the value $g$ found for the normalised superposition.
